# The lowest Hückel level of an open chain of $N\ge 1$ sites with hopping $t>0$ is $-2t\cos(\pi/(N+1))$

In the Hückel model of a linear polyene, the equations for the end atoms look different from the others, because a neighbour is missing there. Here the matrix contains only the $N$ real sites, while amplitudes may be extended to positions $0$ and $N+1$, where they vanish. Every site then obeys the same equation.

Energies are measured from the Coulomb integral, so $\alpha=0$, and $t=-\beta$ is the strength of the coupling between adjacent p orbitals. The basis is orthonormal and all bonds are equal. Replacing the interacting π electrons of a real molecule by independent electrons on such a chain is a physical approximation that the theorems take as their starting point.

## The chain and its sine wave

In Lean 4 with Mathlib:

```lean
import Mathlib

open Matrix Filter Topology
open scoped Real

namespace LinearPolyene

noncomputable section
```

In each theorem below, the text before `:=` is the statement and the text after it is the proof.

```lean
/-- The Hückel Hamiltonian of an open chain of `N` sites: `-t` between neighbours,
zero elsewhere. -/
def hamiltonian (t : ℝ) (N : ℕ) : Matrix (Fin N) (Fin N) ℝ :=
  Matrix.of fun i j => if (i : ℕ) + 1 = j ∨ (j : ℕ) + 1 = i then -t else 0
```

`Fin N` is the set of indices $0,\dots,N-1$, so index $i$ denotes the site at position $i+1$. The entry $H_{ij}$ is $-t$ if $i$ and $j$ differ by one, and zero otherwise.

```lean
/-- The energy `-2t cos(π/(N+1))`. -/
def groundEnergy (t : ℝ) (N : ℕ) : ℝ := -2 * t * Real.cos (π / ((N : ℝ) + 1))
```

This is $E_N=-2t\cos\theta$ with $\theta=\pi/(N+1)$. Despite its name, `groundEnergy` is the energy of one orbital, not the total π energy of a filled molecule.

```lean
/-- The sine wave `sin(jπ/(N+1))` at position `j`; the sites of the chain are `j = 1, ..., N`. -/
def groundWave (N j : ℕ) : ℝ := Real.sin ((j : ℝ) * (π / ((N : ℝ) + 1)))
```

The wave is $a_j=\sin(j\theta)$, defined for every natural number $j$, including the positions outside the chain.

```lean
/-- The sine wave restricted to the `N` sites of the chain. -/
def groundOrbital (N : ℕ) : Fin N → ℝ := fun i => groundWave N ((i : ℕ) + 1)
```

The orbital has component $a_{i+1}$ at index $i$. It is not normalised; the unit vector has components $\sqrt{2/(N+1)}\,\sin((i+1)\theta)$.

## The eigenvalue equation

```lean
/-- The sine wave vanishes at the positions `0` and `N+1` just outside the chain, and the sum of
its values at the two neighbours of a position is `2 cos(π/(N+1))` times its value there. -/
theorem groundWave_recurrence (N : ℕ) :
    groundWave N 0 = 0 ∧ groundWave N (N + 1) = 0 ∧
    ∀ j, groundWave N j + groundWave N (j + 2)
      = 2 * Real.cos (π / ((N : ℝ) + 1)) * groundWave N (j + 1) := by
  refine ⟨by simp [groundWave], ?_, ?_⟩
  · have hne : (N : ℝ) + 1 ≠ 0 := by positivity
    have h : ((N + 1 : ℕ) : ℝ) * (π / ((N : ℝ) + 1)) = π := by
      rw [Nat.cast_add, Nat.cast_one, mul_div_assoc', div_eq_iff hne]
      ring
    rw [groundWave, h, Real.sin_pi]
  · intro j
    unfold groundWave
    generalize π / ((N : ℝ) + 1) = θ
    have e1 : (j : ℝ) * θ = ((j + 1 : ℕ) : ℝ) * θ - θ := by push_cast; ring
    have e2 : ((j + 2 : ℕ) : ℝ) * θ = ((j + 1 : ℕ) : ℝ) * θ + θ := by push_cast; ring
    rw [e1, e2, Real.sin_sub, Real.sin_add]
    ring
```

The end values are $\sin 0=0$ and $\sin\pi=0$. Adding the formulas for $\sin((j+1)\theta\mp\theta)$ cancels the cosine terms in $(j+1)\theta$ and leaves
$$a_j+a_{j+2}=2\cos\theta\,a_{j+1}.$$
The proof does the same with `Real.sin_sub` and `Real.sin_add`.

```lean
/-- On amplitudes that vanish just outside the chain, the Hamiltonian gives `-t` times the sum
of the two neighbouring amplitudes. -/
theorem hamiltonian_mulVec (t : ℝ) (N : ℕ) (f : ℕ → ℝ) (h0 : f 0 = 0) (hN : f (N + 1) = 0)
    (i : Fin N) :
    (hamiltonian t N *ᵥ fun j : Fin N => f ((j : ℕ) + 1)) i
      = -t * (f (i : ℕ) + f ((i : ℕ) + 2)) := by
  obtain ⟨i, hi⟩ := i
  change (hamiltonian t N *ᵥ fun j : Fin N => f ((j : ℕ) + 1)) ⟨i, hi⟩
    = -t * (f i + f (i + 1 + 1))
  have hsum : (hamiltonian t N *ᵥ fun j : Fin N => f ((j : ℕ) + 1)) ⟨i, hi⟩
      = ∑ j ∈ Finset.range N, (if i + 1 = j ∨ j + 1 = i then -t else 0) * f (j + 1) := by
    rw [← Fin.sum_univ_eq_sum_range
      (fun j => (if i + 1 = j ∨ j + 1 = i then -t else 0) * f (j + 1)) N]
    rfl
  -- separate the right neighbour from the left one
  have hsplit : ∀ j ∈ Finset.range N,
      (if i + 1 = j ∨ j + 1 = i then -t else 0) * f (j + 1)
        = (if j = i + 1 then -t * f (i + 1 + 1) else 0)
          + (if j + 1 = i then -t * f i else 0) := by
    intro j _
    by_cases h1 : j = i + 1
    · have h2 : ¬ (j + 1 = i) := by omega
      have h3 : i + 1 = j ∨ j + 1 = i := Or.inl h1.symm
      rw [if_pos h3, if_pos h1, if_neg h2, h1, add_zero]
    · by_cases h2 : j + 1 = i
      · have h3 : i + 1 = j ∨ j + 1 = i := Or.inr h2
        rw [if_pos h3, if_neg h1, if_pos h2, h2, zero_add]
      · have h3 : ¬ (i + 1 = j ∨ j + 1 = i) := by omega
        rw [if_neg h3, if_neg h1, if_neg h2, zero_mul, add_zero]
  have hA : (if i + 1 ∈ Finset.range N then -t * f (i + 1 + 1) else 0)
      = -t * f (i + 1 + 1) := by
    split_ifs with h
    · rfl
    · rw [Finset.mem_range] at h
      have h' : i + 1 = N := by omega
      rw [h', hN, mul_zero]
  have hB : ∑ j ∈ Finset.range N, (if j + 1 = i then -t * f i else 0) = -t * f i := by
    clear hsum hsplit hA
    cases i with
    | zero => simp [h0]
    | succ k =>
      rw [Finset.sum_eq_single k]
      · simp
      · intro j _ hj
        exact if_neg (by omega)
      · intro hk
        exact absurd (Finset.mem_range.mpr (by omega)) hk
  rw [hsum, Finset.sum_congr rfl hsplit, Finset.sum_add_distrib, Finset.sum_ite_eq', hA, hB]
  ring
```

Here `*ᵥ` is matrix times vector. For amplitudes with $f_0=f_{N+1}=0$,
$$(Hf)_i=-t\,(f_i+f_{i+2}),$$
where component $i$ belongs to position $i+1$. Inside the chain this is row $i$ of the matrix written out. For each neighbour missing at an end, the matrix has one term fewer, and the corresponding extra term on the right is zero. In the proof, `hsplit` separates the two neighbours, and `hA` and `hB` evaluate their sums, ends included.

```lean
/-- The sine orbital satisfies the eigenvalue equation with energy `-2t cos(π/(N+1))`. -/
theorem hamiltonian_groundOrbital (t : ℝ) (N : ℕ) :
    hamiltonian t N *ᵥ groundOrbital N = groundEnergy t N • groundOrbital N := by
  obtain ⟨h0, hN, hrec⟩ := groundWave_recurrence N
  funext i
  refine (hamiltonian_mulVec t N (groundWave N) h0 hN i).trans ?_
  rw [hrec, Pi.smul_apply, smul_eq_mul, groundEnergy, groundOrbital]
  ring
```

Combining the last two results gives
$$(Ha)_i=-t(a_i+a_{i+2})=-2t\cos\theta\,a_{i+1}=E_N\,a_{i+1}.$$
So the sine orbital solves the eigenvalue equation. That it belongs to the lowest level is still to be shown.

## The energy excess as a sum over bonds

```lean
/-- The sine wave is positive on every site of the chain. -/
theorem groundWave_pos (N j : ℕ) (h0 : 0 < j) (hj : j ≤ N) : 0 < groundWave N j := by
  have h0' : (0 : ℝ) < j := by exact_mod_cast h0
  have hj' : (j : ℝ) < (N : ℝ) + 1 := by exact_mod_cast Nat.lt_succ_of_le hj
  have hpi := Real.pi_pos
  apply Real.sin_pos_of_pos_of_lt_pi (by positivity)
  rw [mul_div_assoc', div_lt_iff₀ (by positivity)]
  nlinarith [mul_lt_mul_of_pos_right hj' hpi]
```

For $1\le j\le N$ the angle $j\theta$ lies strictly between $0$ and $\pi$, so $a_j>0$. The amplitudes do not change sign along the chain, and one may divide by them.

```lean
/-- Completing the squares along a chain: if `a` solves the three-term recurrence, starts from
zero and is nonzero on sites `1` to `n+1`, the quadratic form of `f` with `f 0 = 0` is a sum over
bonds of weighted squares plus a term at the right end. -/
theorem sum_of_squares (a f : ℕ → ℝ) (c : ℝ) (ha : a 0 = 0) (hf : f 0 = 0)
    (hrec : ∀ i, a i + a (i + 2) = 2 * c * a (i + 1)) (n : ℕ) (hne : ∀ i ≤ n, a (i + 1) ≠ 0) :
    ∑ i ∈ Finset.range (n + 1), (2 * c * f (i + 1) ^ 2 - f (i + 1) * (f i + f (i + 2)))
      = ∑ i ∈ Finset.range n,
          a (i + 1) * a (i + 2) * (f (i + 1) / a (i + 1) - f (i + 2) / a (i + 2)) ^ 2
        + (f (n + 1) ^ 2 * a (n + 2) / a (n + 1) - f (n + 1) * f (n + 2)) := by
  -- the identity for one bond
  have key : ∀ p q r x y z : ℝ, p ≠ 0 → q ≠ 0 → p + r = 2 * c * q →
      (x ^ 2 * q / p - x * y) + (2 * c * y ^ 2 - y * (x + z))
        = p * q * (x / p - y / q) ^ 2 + (y ^ 2 * r / q - y * z) := by
    intro p q r x y z hp hq h
    have hr : r = 2 * c * q - p := by linarith
    rw [hr]
    field_simp
    ring
  induction n with
  | zero =>
    have h := hrec 0
    have h1 := hne 0 le_rfl
    simp only [zero_add, ha] at h h1
    have h2 : f 1 ^ 2 * a 2 / a 1 = 2 * c * f 1 ^ 2 := by
      rw [div_eq_iff h1, h]
      ring
    simp only [Finset.sum_range_succ, Finset.sum_range_zero, zero_add, hf, h2]
  | succ n ih =>
    have k := key (a (n + 1)) (a (n + 2)) (a (n + 1 + 2)) (f (n + 1)) (f (n + 2))
      (f (n + 1 + 2)) (hne n (by omega)) (hne (n + 1) le_rfl) (hrec (n + 1))
    rw [Finset.sum_range_succ _ (n + 1), ih (fun i hi => hne i (by omega)),
      Finset.sum_range_succ _ n, show n + 1 + 1 = n + 2 from rfl]
    linarith
```

Let $a$ be any solution of $a_i+a_{i+2}=2c\,a_{i+1}$ with $a_0=0$ and $a_1,\dots,a_{n+1}\neq0$, and let $f_0=0$. Then
$$\sum_{i=0}^{n}\left[2cf_{i+1}^2-f_{i+1}(f_i+f_{i+2})\right]=\sum_{i=0}^{n-1}a_{i+1}a_{i+2}\left(\frac{f_{i+1}}{a_{i+1}}-\frac{f_{i+2}}{a_{i+2}}\right)^2+R_n,$$
$$R_n=\frac{a_{n+2}}{a_{n+1}}f_{n+1}^2-f_{n+1}f_{n+2}.$$

The proof is by induction on $n$. For $n=0$ the recurrence gives $a_2=2c\,a_1$, and both sides equal $2cf_1^2-f_1f_2$. For the step, write $p,q,r$ for $a_{n+1},a_{n+2},a_{n+3}$ and $x,y,z$ for $f_{n+1},f_{n+2},f_{n+3}$. Since $2c=(p+r)/q$,
$$\frac{q}{p}x^2-xy+2cy^2-y(x+z)=\left(\frac qp x^2-2xy+\frac pq y^2\right)+\frac rq y^2-yz.$$
The bracket is $pq\,(x/p-y/q)^2$, the new bond term, and the rest is $R_{n+1}$. This is the identity called `key`.

```lean
/-- The quadratic form `x ⬝ᵥ H x` of a trial vector `x` on `n+1` sites, measured from
`-2t cos(π/(n+2))` times its squared norm, is `t` times a weighted sum over bonds of squared
differences of the ratio between trial amplitude and sine wave. The trial amplitudes are extended by
zero just outside the chain. -/
theorem energy_excess (t : ℝ) (n : ℕ) (f : ℕ → ℝ) (h0 : f 0 = 0) (hN : f (n + 2) = 0) :
    (fun i : Fin (n + 1) => f ((i : ℕ) + 1)) ⬝ᵥ
        (hamiltonian t (n + 1) *ᵥ fun i : Fin (n + 1) => f ((i : ℕ) + 1))
      - groundEnergy t (n + 1) * ((fun i : Fin (n + 1) => f ((i : ℕ) + 1)) ⬝ᵥ
        (fun i : Fin (n + 1) => f ((i : ℕ) + 1)))
      = t * ∑ i ∈ Finset.range n, groundWave (n + 1) (i + 1) * groundWave (n + 1) (i + 2) *
          (f (i + 1) / groundWave (n + 1) (i + 1)
            - f (i + 2) / groundWave (n + 1) (i + 2)) ^ 2 := by
  obtain ⟨ha, hlast, hrec⟩ := groundWave_recurrence (n + 1)
  have hlast' : groundWave (n + 1) (n + 2) = 0 := hlast
  have hs := sum_of_squares (groundWave (n + 1)) f _ ha h0 hrec n
    (fun i hi => (groundWave_pos (n + 1) (i + 1) (by omega) (by omega)).ne')
  -- the end term vanishes
  rw [hlast', hN, mul_zero, mul_zero, zero_div, sub_zero, add_zero] at hs
  rw [← hs, ← Fin.sum_univ_eq_sum_range (fun i => 2 * Real.cos (π / (((n + 1 : ℕ) : ℝ) + 1))
    * f (i + 1) ^ 2 - f (i + 1) * (f i + f (i + 2))) (n + 1)]
  simp only [dotProduct, hamiltonian_mulVec t (n + 1) f h0 hN]
  rw [Finset.mul_sum, Finset.mul_sum, ← Finset.sum_sub_distrib]
  apply Finset.sum_congr rfl
  intro i _
  simp only [groundEnergy]
  ring
```

Now take $N=n+1$, $c=\cos\theta$ and the sine wave for $a$. The symbol `⬝ᵥ` is the dot product. With $x_i=f_{i+1}$,
$$x\cdot Hx-E_N\,x\cdot x=t\sum_{i=0}^{n}\left[2cf_{i+1}^2-f_{i+1}(f_i+f_{i+2})\right].$$
The end term $R_n$ vanishes because $a_{n+2}=f_{n+2}=0$. What remains is $t$ times the sum over bonds.

## The minimum and the lowest level

```lean
/-- Rayleigh-Ritz bound for `t > 0`: no real trial vector `x` has `x ⬝ᵥ H x` below
`-2t cos(π/(N+1))` times its squared norm, and equality holds exactly for the multiples of the sine
orbital. -/
theorem rayleigh_ritz (t : ℝ) (ht : 0 < t) (N : ℕ) (x : Fin N → ℝ) :
    groundEnergy t N * (x ⬝ᵥ x) ≤ x ⬝ᵥ (hamiltonian t N *ᵥ x) ∧
    (x ⬝ᵥ (hamiltonian t N *ᵥ x) = groundEnergy t N * (x ⬝ᵥ x) ↔
      ∃ c : ℝ, x = c • groundOrbital N) := by
  have hback : (∃ c : ℝ, x = c • groundOrbital N) →
      x ⬝ᵥ (hamiltonian t N *ᵥ x) = groundEnergy t N * (x ⬝ᵥ x) := by
    rintro ⟨c, hc⟩
    rw [hc, Matrix.mulVec_smul, hamiltonian_groundOrbital]
    simp only [smul_dotProduct, dotProduct_smul, smul_eq_mul]
    ring
  cases N with
  | zero => exact ⟨by simp [dotProduct], fun _ => ⟨0, Subsingleton.elim _ _⟩, hback⟩
  | succ n =>
    -- extend the trial vector by zero
    obtain ⟨f, h0, hN, hx⟩ : ∃ f : ℕ → ℝ, f 0 = 0 ∧ f (n + 2) = 0 ∧
        x = fun i : Fin (n + 1) => f ((i : ℕ) + 1) := by
      refine ⟨fun j => if h : 0 < j ∧ j - 1 < n + 1 then x ⟨j - 1, h.2⟩ else 0,
        dif_neg (by omega), dif_neg (by omega), ?_⟩
      funext i
      have hi := i.isLt
      have h : 0 < (i : ℕ) + 1 ∧ (i : ℕ) + 1 - 1 < n + 1 := ⟨by omega, by omega⟩
      change x i = if h : 0 < (i : ℕ) + 1 ∧ (i : ℕ) + 1 - 1 < n + 1 then
        x ⟨(i : ℕ) + 1 - 1, h.2⟩ else 0
      refine Eq.trans ?_ (dif_pos h).symm
      rfl
    have hex := energy_excess t n f h0 hN
    rw [← hx] at hex
    have hw : ∀ i ∈ Finset.range n,
        0 < groundWave (n + 1) (i + 1) * groundWave (n + 1) (i + 2) := by
      intro i hi
      have hi' := Finset.mem_range.mp hi
      exact mul_pos (groundWave_pos _ _ (by omega) (by omega))
        (groundWave_pos _ _ (by omega) (by omega))
    have hnn := fun i hi => mul_nonneg (hw i hi).le
      (sq_nonneg (f (i + 1) / groundWave (n + 1) (i + 1)
        - f (i + 2) / groundWave (n + 1) (i + 2)))
    refine ⟨?_, fun heq => ?_, hback⟩
    · have hp := mul_nonneg ht.le (Finset.sum_nonneg hnn)
      linarith
    · rw [heq, sub_self] at hex
      have hz := (mul_eq_zero.mp hex.symm).resolve_left ht.ne'
      have hall := (Finset.sum_eq_zero_iff_of_nonneg hnn).mp hz
      -- every bond forces equal ratios at its two ends
      have hratio : ∀ i, i ≤ n →
          f (i + 1) / groundWave (n + 1) (i + 1) = f 1 / groundWave (n + 1) 1 := by
        intro i
        induction i with
        | zero => intro _; rfl
        | succ i ih =>
          intro hi
          have hm : i ∈ Finset.range n := Finset.mem_range.mpr (by omega)
          have hsq := (mul_eq_zero.mp (hall i hm)).resolve_left (hw i hm).ne'
          have hd := sub_eq_zero.mp (pow_eq_zero_iff (two_ne_zero)|>.mp hsq)
          exact hd.symm.trans (ih (by omega))
      refine ⟨f 1 / groundWave (n + 1) 1, ?_⟩
      rw [hx]
      funext i
      have hi := i.isLt
      have hpos := groundWave_pos (n + 1) ((i : ℕ) + 1) (by omega) (by omega)
      exact (div_eq_iff hpos.ne').mp (hratio i (by omega))
```

For every real trial vector $x$,
$$x\cdot Hx\ge E_N\,x\cdot x,$$
with equality exactly when $x$ is a multiple of the sine orbital. For $x\ne0$, division by $x\cdot x$ gives the usual Rayleigh quotient.

The proof extends $x$ by zero to a function `f`. All weights $a_{i+1}a_{i+2}$ are positive, so the excess $x\cdot Hx-E_N\,x\cdot x$ is nonnegative. If it is zero, each square is zero, and neighbouring ratios $f_j/a_j$ agree. The induction `hratio` carries this along the chain, so every ratio equals $f_1/a_1$ and $x$ is that constant times the orbital. The converse, `hback`, is the eigenvalue equation. A single site has no bonds, and the excess is then zero for every $x$.

```lean
/-- For `t > 0` and at least one site, the lowest eigenvalue of the linear polyene is
`-2t cos(π/(N+1))`. -/
theorem isLeast_groundEnergy (t : ℝ) (ht : 0 < t) (N : ℕ) (hN : 0 < N) :
    IsLeast {E : ℝ | ∃ v : Fin N → ℝ, v ≠ 0 ∧ hamiltonian t N *ᵥ v = E • v}
      (groundEnergy t N) := by
  constructor
  · refine ⟨groundOrbital N, fun h => ?_, hamiltonian_groundOrbital t N⟩
    exact (groundWave_pos N 1 one_pos hN).ne' (congrFun h ⟨0, hN⟩)
  · rintro E ⟨v, hv, hE⟩
    have h := (rayleigh_ritz t ht N v).1
    rw [hE, dotProduct_smul, smul_eq_mul] at h
    have hnn : 0 ≤ v ⬝ᵥ v := Finset.sum_nonneg fun i _ => mul_self_nonneg (v i)
    have hp : 0 < v ⬝ᵥ v :=
      lt_of_le_of_ne hnn (Ne.symm (mt dotProduct_self_eq_zero.mp hv))
    exact le_of_mul_le_mul_right h hp
```

The set in braces contains the real eigenvalues: numbers $E$ with $Hv=Ev$ for some $v\neq0$. `IsLeast` says that $E_N$ belongs to this set and that no member lies below it. The first part holds because the sine orbital is nonzero. For the second, the bound applied to an eigenvector reads $E_N\,v\cdot v\le E\,v\cdot v$, and $v\cdot v>0$ may be divided out.

## Longer chains

```lean
/-- For `t > 0` the energy `-2t cos(π/(N+1))` decreases strictly with the number of sites. -/
theorem groundEnergy_strictAnti (t : ℝ) (ht : 0 < t) : StrictAnti (groundEnergy t) := by
  intro M N h
  have h' : (M : ℝ) + 1 < (N : ℝ) + 1 := by
    have : (M : ℝ) < N := by exact_mod_cast h
    linarith
  have hM : (0 : ℝ) ≤ M := Nat.cast_nonneg M
  have hpi := Real.pi_pos
  have hcos : Real.cos (π / ((M : ℝ) + 1)) < Real.cos (π / ((N : ℝ) + 1)) :=
    Real.cos_lt_cos_of_nonneg_of_le_pi (by positivity)
      (div_le_self hpi.le (by linarith))
      (div_lt_div_of_pos_left hpi (by linarith) h')
  have hmul := mul_lt_mul_of_pos_left hcos ht
  unfold groundEnergy
  linarith
```

If $M<N$, then $0<\pi/(N+1)<\pi/(M+1)\le\pi$. The cosine decreases strictly on $[0,\pi]$, so $\cos(\pi/(M+1))<\cos(\pi/(N+1))$. Multiplication by $-2t<0$ gives $E_N<E_M$. For $M\ge1$ this says that the lowest orbital energy falls with each added site.

```lean
/-- In the limit of a long chain the energy `-2t cos(π/(N+1))` tends to `-2t`. -/
theorem groundEnergy_tendsto (t : ℝ) : Tendsto (groundEnergy t) atTop (𝓝 (-2 * t)) := by
  have h : Tendsto (fun N : ℕ => π / ((N : ℝ) + 1)) atTop (𝓝 0) :=
    Tendsto.div_atTop tendsto_const_nhds
      (tendsto_atTop_add_const_right _ _ tendsto_natCast_atTop_atTop)
  have h2 := ((Real.continuous_cos.tendsto 0).comp h).const_mul (-2 * t)
  rw [Real.cos_zero, mul_one] at h2
  exact h2

end

end LinearPolyene
```

As $N\to\infty$ the angle tends to zero, and continuity of the cosine gives $E_N\to-2t$. For $t>0$ this is, in tight-binding language, the bottom of the band of the infinite chain. For non-interacting electrons with equal nearest-neighbour hopping, $E_N+2t$ is thus the finite-size error made when a finite open chain is used to estimate that band edge.

```lean
#print axioms LinearPolyene.energy_excess
#print axioms LinearPolyene.isLeast_groundEnergy
#print axioms LinearPolyene.groundEnergy_strictAnti
#print axioms LinearPolyene.groundEnergy_tendsto
```

```
'LinearPolyene.energy_excess' depends on axioms: [propext, Classical.choice, Quot.sound]
'LinearPolyene.isLeast_groundEnergy' depends on axioms: [propext, Classical.choice, Quot.sound]
'LinearPolyene.groundEnergy_strictAnti' depends on axioms: [propext, Classical.choice, Quot.sound]
'LinearPolyene.groundEnergy_tendsto' depends on axioms: [propext, Classical.choice, Quot.sound]
```
